# Two-electron integrals over $K$ real orbitals fall into $K(K+1)(K^2+K+2)/8$ permutation classes

A program that reserves $K^4/8$ places for the two-electron integrals of $K$ real orbitals, one place for each set of integrals related by index exchange, runs out of room. For $K=10$ it reserves 1250 places and needs 1540. The estimate assumes that every integral $(pq|rs)$ has eight distinct index arrangements, but some integrals with coinciding indices, such as $(pp|rs)$, have fewer.

The correct number $N$ of classes satisfies

$$8N = K(K+1)(K^2+K+2).$$

It fixes the length of a packed integral array in an electronic-structure program, for a finite set of real orbitals, a symmetric interaction, and no use of spatial symmetry or of negligible integrals.

```lean
import Mathlib

open MeasureTheory

namespace TwoElectronIntegralCount

noncomputable section
```

## Index quadruples and their three exchanges

The integral $(pq|rs)$ is addressed by two pairs of orbital indices, $((p,q),(r,s))$. Each index runs over `Fin K`, the numbers $0,\dots,K-1$, so there are $K^4$ quadruples.

```lean
/-- Orbital indices `((p, q), (r, s))` of a two-electron integral `(pq|rs)`. -/
abbrev Quad (K : ℕ) := (Fin K × Fin K) × (Fin K × Fin K)
```

Three permutations act on these quadruples: $p\leftrightarrow q$, then $r\leftrightarrow s$, then $(p,q)\leftrightarrow(r,s)$.

```lean
/-- The exchange of `p` with `q`. -/
def swapBra (K : ℕ) : Equiv.Perm (Quad K) :=
  Equiv.prodCongr (Equiv.prodComm _ _) (Equiv.refl _)

/-- The exchange of `r` with `s`. -/
def swapKet (K : ℕ) : Equiv.Perm (Quad K) :=
  Equiv.prodCongr (Equiv.refl _) (Equiv.prodComm _ _)

/-- The exchange of the pair `(p, q)` with the pair `(r, s)`. -/
def swapPairs (K : ℕ) : Equiv.Perm (Quad K) := Equiv.prodComm _ _
```

Applying them repeatedly, in any order, produces a group $G$. In Lean it is the smallest subgroup of all permutations of quadruples that contains the three exchanges.

```lean
/-- The group of index permutations generated by the three exchanges. -/
def permGroup (K : ℕ) : Subgroup (Equiv.Perm (Quad K)) :=
  Subgroup.closure {swapBra K, swapKet K, swapPairs K}
```

Two quadruples belong to the same class when some element of $G$ carries one to the other. The classes are the orbits of $G$, and `IntegralClass K` is the set of them.

```lean
/-- The orbits of index quadruples under the permutation group. -/
abbrev IntegralClass (K : ℕ) :=
  Quotient (MulAction.orbitRel (permGroup K) (Quad K))
```

An array $f$ over quadruples has the symmetry in question when none of the three exchanges alters its values. The values may be of any type, which is used below for an array whose values are not numbers.

```lean
/-- An array over index quadruples that is unchanged by each of the three exchanges. -/
structure EightfoldSymmetric {K : ℕ} {α : Type*} (f : Quad K → α) : Prop where
  bra : ∀ x, f (swapBra K x) = f x
  ket : ∀ x, f (swapKet K x) = f x
  pairs : ∀ x, f (swapPairs K x) = f x
```

## Why the integrals have this symmetry

For real orbitals $\varphi_p$ and an interaction $w$, the integral in charge-density order is

$$(pq|rs)=\int \varphi_p(z_1)\varphi_q(z_1)\,w(z_1,z_2)\,\varphi_r(z_2)\varphi_s(z_2)\;d\mu(z_1)\,d\mu(z_2).$$

Here $z_1$ and $z_2$ are the coordinates of the two electrons in a space $X$, and $\mu$ is the measure on it, for instance volume in three-dimensional space.

```lean
/-- The two-electron integral `(pq|rs)` of real orbitals `φ` with interaction kernel `w`. -/
def twoElectron {K : ℕ} {X : Type*} [MeasurableSpace X] (μ : Measure X)
    (φ : Fin K → X → ℝ) (w : X → X → ℝ) (x : Quad K) : ℝ :=
  ∫ z : X × X, φ x.1.1 z.1 * φ x.1.2 z.1 * w z.1 z.2 *
    (φ x.2.1 z.2 * φ x.2.2 z.2) ∂(μ.prod μ)
```

The first two exchanges only reorder real factors at the same point:

$$\varphi_p(z_1)\varphi_q(z_1)=\varphi_q(z_1)\varphi_p(z_1),\qquad \varphi_r(z_2)\varphi_s(z_2)=\varphi_s(z_2)\varphi_r(z_2).$$

For the third, rename $z_1\leftrightarrow z_2$ in the integral and use $w(z_1,z_2)=w(z_2,z_1)$:

$$(rs|pq)=\int \varphi_r(z_1)\varphi_s(z_1)\,w(z_1,z_2)\,\varphi_p(z_2)\varphi_q(z_2)\,d\mu\,d\mu=(pq|rs).$$

The hypothesis `hw` states the symmetry of $w$. It expresses that the two particles are alike in their interaction, as they are for the Coulomb repulsion. The condition `SFinite μ` is a mild requirement on the measure, met by ordinary volume, under which the renaming is valid. In the proof, `integral_prod_swap` does the renaming and `ring` reorders the factors. Convergence is not assumed: Lean assigns the value zero to a divergent integral, and the equalities hold for that value too.

```lean
/-- For real orbitals, an s-finite measure and a symmetric interaction, the two-electron integrals
are unchanged by the three index exchanges. -/
theorem twoElectron_symmetric {K : ℕ} {X : Type*} [MeasurableSpace X] (μ : Measure X)
    [SFinite μ] (φ : Fin K → X → ℝ) (w : X → X → ℝ) (hw : ∀ a b, w a b = w b a) :
    EightfoldSymmetric (twoElectron μ φ w) where
  bra x := by
    unfold twoElectron
    refine integral_congr_ae (Filter.Eventually.of_forall fun z => ?_)
    change φ x.1.2 z.1 * φ x.1.1 z.1 * w z.1 z.2 * (φ x.2.1 z.2 * φ x.2.2 z.2) =
      φ x.1.1 z.1 * φ x.1.2 z.1 * w z.1 z.2 * (φ x.2.1 z.2 * φ x.2.2 z.2)
    ring
  ket x := by
    unfold twoElectron
    refine integral_congr_ae (Filter.Eventually.of_forall fun z => ?_)
    change φ x.1.1 z.1 * φ x.1.2 z.1 * w z.1 z.2 * (φ x.2.2 z.2 * φ x.2.1 z.2) =
      φ x.1.1 z.1 * φ x.1.2 z.1 * w z.1 z.2 * (φ x.2.1 z.2 * φ x.2.2 z.2)
    ring
  pairs x := by
    unfold twoElectron
    -- rename the two electrons in the integral on the right
    refine Eq.trans ?_ (integral_prod_swap (μ := μ) (ν := μ)
      (fun z : X × X => φ x.1.1 z.1 * φ x.1.2 z.1 * w z.1 z.2 *
        (φ x.2.1 z.2 * φ x.2.2 z.2)))
    refine integral_congr_ae (Filter.Eventually.of_forall fun z => ?_)
    change φ x.2.1 z.1 * φ x.2.2 z.1 * w z.1 z.2 * (φ x.1.1 z.2 * φ x.1.2 z.2) =
      φ x.1.1 z.2 * φ x.1.2 z.2 * w z.2 z.1 * (φ x.2.1 z.1 * φ x.2.2 z.1)
    rw [hw z.1 z.2]
    ring
```

## One value for each orbit

Suppose $f$ is unchanged by the three exchanges. It is then unchanged by every $g\in G$. The identity is clear, and for a product $f(abx)=f(bx)=f(x)$. For an inverse, apply the invariance under $a$ at the point $a^{-1}x$:

$$f(x)=f(a\,a^{-1}x)=f(a^{-1}x).$$

Hence $f$ takes a single value on each orbit. The induction over the subgroup closure treats these same cases, together with the generators themselves.

```lean
/-- An array unchanged by the three exchanges is constant on each orbit. -/
theorem EightfoldSymmetric.eq_of_mem_orbit {K : ℕ} {α : Type*} {f : Quad K → α}
    (hf : EightfoldSymmetric f) {x y : Quad K}
    (h : y ∈ MulAction.orbit (permGroup K) x) : f y = f x := by
  have key : ∀ g ∈ Subgroup.closure {swapBra K, swapKet K, swapPairs K},
      ∀ x, f (g x) = f x := by
    intro g hg
    induction hg using Subgroup.closure_induction with
    | mem g hg =>
      rcases hg with rfl | rfl | rfl
      exacts [hf.bra, hf.ket, hf.pairs]
    | one => intro x; rfl
    | mul a b _ _ iha ihb => intro x; rw [Equiv.Perm.mul_apply, iha, ihb]
    | inv a _ iha =>
      intro x
      have e : a (a⁻¹ x) = x := a.apply_symm_apply x
      have h := iha (a⁻¹ x)
      rw [e] at h
      exact h.symm
  obtain ⟨⟨g, hg⟩, rfl⟩ := h
  exact key g hg x
```

## A label that identifies the orbit

Discard the order inside each pair, and then the order of the two pairs. What remains is the label

$$\ell(p,q,r,s)=\{\{p,q\},\{r,s\}\},$$

where repetition is allowed at both levels. In Lean, `Sym2 A` is the type of unordered pairs from `A`, and `s(a, b)` is the pair formed by `a` and `b`. Because of this notation, some proofs call the fourth orbital index `t`.

```lean
/-- The unordered pair of the unordered index pairs `{p, q}` and `{r, s}`. -/
def label {K : ℕ} (x : Quad K) : Sym2 (Sym2 (Fin K)) :=
  s(s(x.1.1, x.1.2), s(x.2.1, x.2.2))
```

Each exchange changes only an order that the label ignores. The label is therefore itself a symmetric array, whose values are unordered pairs.

```lean
/-- The label of a quadruple is unchanged by the three exchanges. -/
theorem label_symmetric (K : ℕ) : EightfoldSymmetric (label (K := K)) where
  bra x := congrArg (fun u => s(u, s(x.2.1, x.2.2))) Sym2.eq_swap
  ket x := congrArg (fun u => s(s(x.1.1, x.1.2), u)) Sym2.eq_swap
  pairs _ := Sym2.eq_swap
```

Every possible label occurs: given $\{\{p,q\},\{r,s\}\}$, write its members in any order to obtain a quadruple.

```lean
/-- Every unordered pair of unordered index pairs is the label of some quadruple. -/
theorem label_surjective (K : ℕ) : Function.Surjective (label (K := K)) := by
  intro z
  induction z using Sym2.ind with
  | _ u v =>
    induction u using Sym2.ind with
    | _ p q =>
      induction v using Sym2.ind with
      | _ r t => exact ⟨((p, q), (r, t)), rfl⟩
```

Quadruples in one orbit have equal labels, because a symmetric array is constant on orbits. Conversely, let the labels of $((p,q),(r,s))$ and $((p',q'),(r',s'))$ agree. Then either

$$\{p,q\}=\{p',q'\},\quad \{r,s\}=\{r',s'\},$$

or

$$\{p,q\}=\{r',s'\},\quad \{r,s\}=\{p',q'\}.$$

Each of the four equalities between pairs can hold in two ways, directly or crosswise, so each line offers four cases. In each of the eight cases a product of the exchanges carries the first quadruple to the second. The `rcases` step splits the equality of labels into these cases, and the eight lines after it name the permutations, beginning with the identity.

```lean
/-- Two quadruples lie in the same orbit exactly when their labels agree. -/
theorem mem_orbit_iff {K : ℕ} (x y : Quad K) :
    y ∈ MulAction.orbit (permGroup K) x ↔ label x = label y := by
  refine ⟨fun h => ((label_symmetric K).eq_of_mem_orbit h).symm, fun h => ?_⟩
  have hb : swapBra K ∈ permGroup K := Subgroup.subset_closure (by simp)
  have hk : swapKet K ∈ permGroup K := Subgroup.subset_closure (by simp)
  have hp : swapPairs K ∈ permGroup K := Subgroup.subset_closure (by simp)
  obtain ⟨⟨p, q⟩, ⟨r, t⟩⟩ := x
  obtain ⟨⟨p', q'⟩, ⟨r', t'⟩⟩ := y
  simp only [label, Sym2.eq_iff] at h
  -- in each of the eight cases, name a permutation that carries the first quadruple to the second
  rcases h with ⟨⟨rfl, rfl⟩ | ⟨rfl, rfl⟩, ⟨rfl, rfl⟩ | ⟨rfl, rfl⟩⟩ |
    ⟨⟨rfl, rfl⟩ | ⟨rfl, rfl⟩, ⟨rfl, rfl⟩ | ⟨rfl, rfl⟩⟩
  · exact ⟨⟨1, one_mem _⟩, rfl⟩
  · exact ⟨⟨_, hk⟩, rfl⟩
  · exact ⟨⟨_, hb⟩, rfl⟩
  · exact ⟨⟨_, mul_mem hb hk⟩, rfl⟩
  · exact ⟨⟨_, hp⟩, rfl⟩
  · exact ⟨⟨_, mul_mem hp hk⟩, rfl⟩
  · exact ⟨⟨_, mul_mem hp hb⟩, rfl⟩
  · exact ⟨⟨_, mul_mem hp (mul_mem hb hk)⟩, rfl⟩
```

Orbits and labels thus correspond one to one. The label is well defined on orbits, different orbits have different labels, and no label is left over.

```lean
/-- The one-to-one correspondence between orbits and labels. -/
def classEquiv (K : ℕ) : IntegralClass K ≃ Sym2 (Sym2 (Fin K)) :=
  Equiv.ofBijective
    (Quotient.lift label (fun a b h => ((mem_orbit_iff b a).1 h).symm)) <| by
    constructor
    · rintro ⟨a⟩ ⟨b⟩ h
      exact Quot.sound ((mem_orbit_iff b a).2 h.symm)
    · intro z
      obtain ⟨x, hx⟩ := label_surjective K z
      exact ⟨Quotient.mk _ x, hx⟩
```

## Counting unordered pairs twice

From $n$ objects one can form $\binom{n+1}{2}=n(n+1)/2$ unordered pairs with repetition allowed. The value follows by induction. For $n=0$ both sides of $2\binom{n+1}{2}=n(n+1)$ are zero. If $2\binom{n+1}{2}=n(n+1)$, then

$$2\binom{n+2}{2}=2(n+1)+2\binom{n+1}{2}=2(n+1)+n(n+1)=(n+1)(n+2).$$

```lean
/-- Twice the binomial coefficient `n + 1` choose `2` is `n (n + 1)`. -/
theorem two_mul_pairs (n : ℕ) : 2 * (n + 1).choose 2 = n * (n + 1) := by
  induction n with
  | zero => rfl
  | succ n ih =>
    have h : (n + 1 + 1).choose 2 = (n + 1).choose 1 + (n + 1).choose 2 :=
      Nat.choose_succ_succ' _ _
    rw [h, Nat.choose_one_right, mul_add, ih]
    ring
```

Let $M=\binom{K+1}{2}$ be the number of unordered orbital pairs, so that $2M=K(K+1)$. The labels are the unordered pairs of such pairs, and there are $N=\binom{M+1}{2}$ of them. Therefore

$$8N=4M(M+1)=2M(2M+2)=K(K+1)(K^2+K+2).$$

The theorem keeps the factor 8 on the left, since division of natural numbers in Lean discards remainders. The equation also shows that the right-hand side is always divisible by eight. In the proof, `Sym2.card` is applied once for each level of pairing, and the `calc` block is the line above.

```lean
/-- The number of orbits of index quadruples over `K` orbitals is
`K (K + 1) (K² + K + 2) / 8`, stated without division. -/
theorem card_integralClass (K : ℕ) :
    8 * Nat.card (IntegralClass K) = K * (K + 1) * (K ^ 2 + K + 2) := by
  rw [Nat.card_congr (classEquiv K), Nat.card_eq_fintype_card, Sym2.card, Sym2.card,
    Fintype.card_fin]
  have h1 := two_mul_pairs K
  have h2 := two_mul_pairs ((K + 1).choose 2)
  generalize (K + 1).choose 2 = M at h1 h2 ⊢
  -- count unordered pairs twice: first of orbitals, then of orbital pairs
  calc 8 * (M + 1).choose 2 = 4 * (2 * (M + 1).choose 2) := by ring
    _ = (2 * M) * (2 * M + 2) := by rw [h2]; ring
    _ = K * (K + 1) * (K ^ 2 + K + 2) := by rw [h1]; ring
```

With one orbital there is one class, and with none there are none. Two orbitals give six classes, represented by

$$(00|00),\ (00|01),\ (00|11),\ (01|01),\ (01|11),\ (11|11).$$

Their orbits contain 1, 4, 2, 4, 4 and 1 quadruples, which add up to $2^4=16$. None contains eight, and $K^4/8$ would give only 2. For large $K$ the estimate becomes good in relative terms, since $N=(K^4+2K^3+3K^2+2K)/8$.

The same labelling settles a neighbouring case. If $w$ is not symmetric, only $p\leftrightarrow q$ and $r\leftrightarrow s$ are available in general. The label becomes an ordered pair of unordered pairs, and the number of classes is $M^2=K^2(K+1)^2/4$.

## From the number of classes to the storage size

A count of orbits becomes a statement about storage through the real arrays that have the three symmetries. Sums and real multiples of such arrays are again symmetric, so they form a vector space.

```lean
/-- The vector space of real arrays that are unchanged by the three exchanges. -/
def symmetricArrays (K : ℕ) : Submodule ℝ (Quad K → ℝ) where
  carrier := {f | EightfoldSymmetric f}
  zero_mem' := ⟨fun _ => rfl, fun _ => rfl, fun _ => rfl⟩
  add_mem' hf hg :=
    ⟨fun x => congrArg₂ (· + ·) (hf.bra x) (hg.bra x),
     fun x => congrArg₂ (· + ·) (hf.ket x) (hg.ket x),
     fun x => congrArg₂ (· + ·) (hf.pairs x) (hg.pairs x)⟩
  smul_mem' c _ hf :=
    ⟨fun x => congrArg (c * ·) (hf.bra x), fun x => congrArg (c * ·) (hf.ket x),
     fun x => congrArg (c * ·) (hf.pairs x)⟩
```

To specify a symmetric array, choose one real number $c(\lambda)$ for each label $\lambda$ and set

$$f(x)=c(\ell(x)).$$

Every such $f$ is symmetric. Every symmetric $f$ arises in this way, because it is constant on orbits and an orbit is determined by its label. Different choices of $c$ give different arrays, because every label occurs. The dimension of the space is therefore the number of labels, which is $N$.

In Lean, the map $c\mapsto c\circ\ell$ is `LinearMap.funLeft`. The first part of the proof shows that its range is the space of symmetric arrays. The rest uses its injectivity to equate the dimension with the number of labels, and then with the number of orbits.

```lean
/-- The dimension of the space of symmetric real arrays equals the number of orbits. -/
theorem finrank_symmetricArrays (K : ℕ) :
    Module.finrank ℝ (symmetricArrays K) = Nat.card (IntegralClass K) := by
  -- a symmetric array is the same thing as a free choice of one number per label
  have hr : LinearMap.range (LinearMap.funLeft ℝ ℝ (label (K := K))) =
      symmetricArrays K := by
    ext f
    constructor
    · rintro ⟨c, rfl⟩
      exact ⟨fun x => congrArg c ((label_symmetric K).bra x),
        fun x => congrArg c ((label_symmetric K).ket x),
        fun x => congrArg c ((label_symmetric K).pairs x)⟩
    · intro hf
      have hf' : EightfoldSymmetric f := hf
      refine ⟨fun z => f (Function.surjInv (label_surjective K) z), ?_⟩
      funext x
      exact hf'.eq_of_mem_orbit ((mem_orbit_iff _ _).2
        (Function.surjInv_eq (label_surjective K) (label x)).symm)
  rw [← hr, LinearMap.finrank_range_of_inj
    (LinearMap.funLeft_injective_of_surjective ℝ ℝ _ (label_surjective K)),
    Module.finrank_fintype_fun_eq_card, Nat.card_congr (classEquiv K),
    Nat.card_eq_fintype_card]

end

end TwoElectronIntegralCount
```

So $N$ real numbers suffice for any symmetric array, and a linear parametrisation of all of them needs at least that many. The integrals belong to this space, but the theorem does not say that they fill it. For a particular molecule and basis they may obey further relations, such as vanishing by spatial symmetry, and then fewer numbers can be enough.

```lean
#print axioms TwoElectronIntegralCount.twoElectron_symmetric
-- 'TwoElectronIntegralCount.twoElectron_symmetric' depends on axioms: [propext, Classical.choice, Quot.sound]
#print axioms TwoElectronIntegralCount.card_integralClass
-- 'TwoElectronIntegralCount.card_integralClass' depends on axioms: [propext, Classical.choice, Quot.sound]
#print axioms TwoElectronIntegralCount.finrank_symmetricArrays
-- 'TwoElectronIntegralCount.finrank_symmetricArrays' depends on axioms: [propext, Classical.choice, Quot.sound]
```
